# Every square factor L with L Lᵀ = V⁻¹ gives the same density-fitted integrals

Let V be a real positive definite matrix over a finite set Q of auxiliary functions, and let M be a real matrix with orbital pairs as rows and auxiliary functions as columns. A square matrix L with L Lᵀ = V⁻¹ exists, and for every such L the matrix B = M L satisfies

B Bᵀ = M V⁻¹ Mᵀ.

This product is positive semidefinite. Its rank equals the rank of M, so it is at most the number of auxiliary functions. The order of the transpose matters: a matrix with Lᵀ L = V⁻¹ need not give the right product.

## Integrals from an auxiliary basis

Write ρ_p for the product density of an orbital pair p, χ_s for an auxiliary function, and (f|g) for the Coulomb interaction of two real densities. The matrices are

G_pq = (ρ_p|ρ_q), M_ps = (ρ_p|χ_s), V_st = (χ_s|χ_t).

V is positive definite when the auxiliary functions are linearly independent, because a nonzero charge density has positive Coulomb self-repulsion.

Density fitting, also called the resolution of the identity, replaces ρ_p by Σ_s C_ps χ_s. When the fit is made in the Coulomb metric, as here, the coefficients solve C V = M. The repulsion of the fitted densities is C V Cᵀ. Since V is symmetric,

M V⁻¹ Mᵀ = (C V) V⁻¹ (C V)ᵀ = C Vᵀ Cᵀ = C V Cᵀ,

so M V⁻¹ Mᵀ is the matrix of fitted four-index integrals.

## Existence of L, positivity and rank

The inverse V⁻¹ is positive definite too. Let the columns of an orthogonal matrix U be its eigenvectors and let D be the diagonal matrix of its eigenvalues, all positive. Put L = U D^(1/2). Then

L Lᵀ = U D Uᵀ = V⁻¹ U Uᵀ = V⁻¹.

For any factor L, whether built this way or not,

(M L)(M L)ᵀ = M (L Lᵀ) Mᵀ = M V⁻¹ Mᵀ.

Positivity follows from xᵀ B Bᵀ x = |Bᵀ x|² ≥ 0. The same identity shows that B Bᵀ x = 0 forces Bᵀ x = 0, so B Bᵀ and Bᵀ have the same kernel, and B Bᵀ has the rank of B. Moreover L (Lᵀ V) = V⁻¹ V = 1, so L is invertible and M L has the rank of M. A matrix with |Q| columns has rank at most |Q|.

## The remaining freedom is an orthogonal matrix

If U is orthogonal, then (L U)(L U)ᵀ = L Lᵀ, so L U is again a factor. Conversely, given two factors L and L′, set U = L⁻¹ L′. Then

U Uᵀ = L⁻¹ (L′ L′ᵀ) (L⁻¹)ᵀ = L⁻¹ (L Lᵀ) (L⁻¹)ᵀ = 1,

and L′ = L U. Two choices of factor therefore give three-index matrices B and B U, which differ by an orthogonal transformation of the auxiliary index.

Reversing the transpose is a different matter. Take

V = [[2, −1], [−1, 1]], L = [[1, 1], [0, 1]], M = 1.

Then Lᵀ L = [[1, 1], [1, 2]] = V⁻¹, but B Bᵀ = L Lᵀ = [[2, 1], [1, 1]].

## Fitted self-repulsion never exceeds the exact one

Consider the density Σ_p x_p ρ_p + Σ_s y_s χ_s. Its Coulomb self-repulsion is nonnegative:

0 ≤ xᵀ G x + 2 xᵀ M y + yᵀ V y.

The fitted image of the pair density has coefficients w = V⁻¹ Mᵀ x. Hence V w = Mᵀ x, and

wᵀ V w = xᵀ M w = xᵀ M V⁻¹ Mᵀ x.

Choosing y = −w makes the density the residual of the fit, and the inequality becomes

0 ≤ xᵀ G x − xᵀ M V⁻¹ Mᵀ x.

In particular, each diagonal fitted integral is at most the exact one. Off-diagonal integrals may err in either direction.

## The factor in a correlation calculation

A program can compute V and M, take the Cholesky factorization V = K Kᵀ with K lower triangular, and use L = (K⁻¹)ᵀ. Indeed L Lᵀ = (K Kᵀ)⁻¹ = V⁻¹. No inverse is needed: B comes from the triangular solve K Bᵀ = Mᵀ. Taking L = K⁻¹ instead would be the transposed error above. The symmetric choice L = V^(−1/2) is insensitive to the transpose.

In second-order perturbation theory the integrals are then assembled as

(ia|jb) ≈ Σ_s B_ia,s B_jb,s,

with i, j occupied and a, b virtual orbitals. For a finite real basis with an invertible metric, the energy computed from these integrals is the same in exact arithmetic whichever factor is used. If nearly dependent combinations of auxiliary functions are removed by discarding small eigenvalues of V, a matrix L built from the remaining eigenvectors is no longer a factor of the full V⁻¹, and the statement applies only to the reduced auxiliary space.

## What the Lean statements say

The finite types `P` and `Q` label orbital pairs and auxiliary functions. `fittedIntegrals V M` is M V⁻¹ Mᵀ, and `IsMetricFactor V L` is the condition L Lᵀ = V⁻¹. The hypothesis `V.PosDef` includes the symmetry of V. L is square but need not be triangular or symmetric.

The main theorem, `density_fitting_factorization`, is a conjunction of five claims: a factor exists, every factor reproduces the fitted integrals, these are positive semidefinite, their rank is that of M, and it is at most `Fintype.card Q`.

The matrices are arbitrary real ones; no integral over space is evaluated. The exact integrals `G` enter only in `fitted_repulsion_le_exact`, where the assumption `hG` stands for the nonnegative Coulomb energy of every combined density. It ties `G`, `M` and `V` to one common interaction and is assumed, not derived from 1/r. The size of the fitting error, rounding and complex orbitals are not treated.

```lean
import Mathlib

open Matrix

namespace ResolutionOfIdentity

noncomputable section

variable {P Q : Type*} [Fintype P] [Fintype Q] [DecidableEq Q]

/-- The fitted four-index integrals `M V⁻¹ Mᵀ`, built from the auxiliary metric `V` and the
three-index integrals `M`, with orbital pairs as row index. -/
def fittedIntegrals (V : Matrix Q Q ℝ) (M : Matrix P Q ℝ) : Matrix P P ℝ :=
  M * V⁻¹ * Mᵀ

/-- A square matrix `L` factorizes the inverse metric when `L Lᵀ = V⁻¹`. -/
def IsMetricFactor (V L : Matrix Q Q ℝ) : Prop :=
  L * Lᵀ = V⁻¹

/-- The inverse of a positive definite metric has a square factor. -/
theorem exists_metricFactor {V : Matrix Q Q ℝ} (hV : V.PosDef) :
    ∃ L, IsMetricFactor V L := by
  have hA : (V⁻¹).PosDef := hV.inv
  -- orthonormal eigenvectors of the inverse metric, as columns of `U`
  obtain ⟨U, hU, hAU⟩ : ∃ U : Matrix Q Q ℝ, U * Uᵀ = 1 ∧
      V⁻¹ * U = U * diagonal hA.1.eigenvalues := by
    refine ⟨(hA.1.eigenvectorUnitary : Matrix Q Q ℝ), ?_, ?_⟩
    · have h := mem_unitaryGroup_iff.mp hA.1.eigenvectorUnitary.2
      rwa [star_eq_conjTranspose, conjTranspose_eq_transpose_of_trivial] at h
    · ext i j
      have h := congrFun (hA.1.mulVec_eigenvectorBasis j) i
      rw [mul_diagonal]
      exact h.trans (mul_comm _ _)
  have hD : diagonal (fun i => √(hA.1.eigenvalues i)) *
      diagonal (fun i => √(hA.1.eigenvalues i)) = diagonal hA.1.eigenvalues := by
    rw [diagonal_mul_diagonal]
    congr 1
    funext i
    exact Real.mul_self_sqrt (hA.eigenvalues_pos i).le
  -- scale each eigenvector by the square root of its eigenvalue
  refine ⟨U * diagonal (fun i => √(hA.1.eigenvalues i)), ?_⟩
  unfold IsMetricFactor
  rw [transpose_mul, diagonal_transpose, Matrix.mul_assoc, ← Matrix.mul_assoc (diagonal _),
    hD, ← Matrix.mul_assoc, ← hAU, Matrix.mul_assoc, hU, Matrix.mul_one]

/-- Every factor of the inverse of a positive definite metric is invertible. -/
theorem isUnit_det_of_metricFactor {V L : Matrix Q Q ℝ} (hV : V.PosDef)
    (hL : IsMetricFactor V L) : IsUnit L.det := by
  have hu : IsUnit V.det := hV.det_pos.ne'.isUnit
  have h : L * (Lᵀ * V) = 1 := by
    rw [← Matrix.mul_assoc, show L * Lᵀ = V⁻¹ from hL, nonsing_inv_mul V hu]
  exact Matrix.isUnit_det_of_right_inverse h

omit [Fintype P] in
/-- For a positive definite metric `V`, if the fitting coefficients `C` solve the fitting equations
`C V = M`, the Coulomb repulsion `C V Cᵀ` of the fitted densities equals the fitted integrals. -/
theorem repulsion_of_fitted_densities {V : Matrix Q Q ℝ} (hV : V.PosDef)
    {M C : Matrix P Q ℝ} (hC : C * V = M) :
    C * V * Cᵀ = fittedIntegrals V M := by
  have hu : IsUnit V.det := hV.det_pos.ne'.isUnit
  have hVt : Vᵀ = V :=
    (conjTranspose_eq_transpose_of_trivial V).symm.trans hV.isHermitian.eq
  subst hC
  unfold fittedIntegrals
  rw [transpose_mul, hVt, Matrix.mul_assoc C V V⁻¹, mul_nonsing_inv V hu, Matrix.mul_one,
    Matrix.mul_assoc]

/-- For a positive definite metric a factor `L` of `V⁻¹` exists, and each one gives `B = M L`
with `B Bᵀ` equal to the fitted integrals. These are positive semidefinite, with the rank
of `M`, which is at most the number of auxiliary functions. -/
theorem density_fitting_factorization {V : Matrix Q Q ℝ} (hV : V.PosDef)
    (M : Matrix P Q ℝ) :
    (∃ L, IsMetricFactor V L) ∧
    (∀ L, IsMetricFactor V L → (M * L) * (M * L)ᵀ = fittedIntegrals V M) ∧
    (fittedIntegrals V M).PosSemidef ∧
    (fittedIntegrals V M).rank = M.rank ∧
    (fittedIntegrals V M).rank ≤ Fintype.card Q := by
  have key : ∀ L, IsMetricFactor V L → (M * L) * (M * L)ᵀ = fittedIntegrals V M := by
    intro L hL
    unfold fittedIntegrals
    rw [← show L * Lᵀ = V⁻¹ from hL, transpose_mul]
    simp only [Matrix.mul_assoc]
  obtain ⟨L, hL⟩ := exists_metricFactor hV
  -- an invertible factor does not change the rank of the three-index integrals
  have hrank : (fittedIntegrals V M).rank = M.rank := by
    rw [← key L hL, rank_self_mul_transpose]
    exact rank_mul_eq_left_of_isUnit_det L M (isUnit_det_of_metricFactor hV hL)
  refine ⟨⟨L, hL⟩, key, ?_, hrank, ?_⟩
  · rw [← key L hL, ← conjTranspose_eq_transpose_of_trivial]
    exact posSemidef_self_mul_conjTranspose (M * L)
  · rw [hrank]
    exact rank_le_card_width M

/-- Given one factor `L` of the inverse metric, the factors are exactly the matrices `L U`
with `U` orthogonal. -/
theorem metricFactor_iff_orthogonal {V L : Matrix Q Q ℝ} (hV : V.PosDef)
    (hL : IsMetricFactor V L) (L' : Matrix Q Q ℝ) :
    IsMetricFactor V L' ↔ ∃ U : Matrix Q Q ℝ, U * Uᵀ = 1 ∧ L' = L * U := by
  have hu := isUnit_det_of_metricFactor hV hL
  have h : L * Lᵀ = V⁻¹ := hL
  constructor
  · intro hL'
    have h' : L' * L'ᵀ = V⁻¹ := hL'
    -- the orthogonal matrix relating the two factors is `L⁻¹ L'`
    refine ⟨L⁻¹ * L', ?_, ?_⟩
    · calc (L⁻¹ * L') * (L⁻¹ * L')ᵀ = L⁻¹ * (L' * L'ᵀ) * (L⁻¹)ᵀ := by
            rw [transpose_mul]; simp only [Matrix.mul_assoc]
        _ = (L⁻¹ * L) * (L⁻¹ * L)ᵀ := by
            rw [h', ← h, transpose_mul]; simp only [Matrix.mul_assoc]
        _ = 1 := by
            rw [nonsing_inv_mul L hu, transpose_one, Matrix.mul_one]
    · rw [← Matrix.mul_assoc, mul_nonsing_inv L hu, Matrix.one_mul]
  · rintro ⟨U, hU, rfl⟩
    unfold IsMetricFactor
    calc (L * U) * (L * U)ᵀ = L * (U * Uᵀ) * Lᵀ := by
          rw [transpose_mul]; simp only [Matrix.mul_assoc]
      _ = V⁻¹ := by rw [hU, Matrix.mul_one, h]

/-- If the joint Coulomb energy of orbital-pair and auxiliary densities is never negative, the
fitted self-repulsion of any pair density is at most the exact one, given by `G`. -/
theorem fitted_repulsion_le_exact {V : Matrix Q Q ℝ} (hV : V.PosDef)
    (M : Matrix P Q ℝ) (G : Matrix P P ℝ)
    (hG : ∀ (x : P → ℝ) (y : Q → ℝ),
      0 ≤ x ⬝ᵥ (G *ᵥ x) + 2 * (x ⬝ᵥ (M *ᵥ y)) + y ⬝ᵥ (V *ᵥ y))
    (x : P → ℝ) :
    x ⬝ᵥ (fittedIntegrals V M *ᵥ x) ≤ x ⬝ᵥ (G *ᵥ x) := by
  have hu : IsUnit V.det := hV.det_pos.ne'.isUnit
  -- `w` holds the auxiliary coefficients of the fitted density
  obtain ⟨w, hw⟩ : ∃ w, w = V⁻¹ *ᵥ (Mᵀ *ᵥ x) := ⟨_, rfl⟩
  have hVw : V *ᵥ w = Mᵀ *ᵥ x := by
    rw [hw, mulVec_mulVec, mul_nonsing_inv V hu, one_mulVec]
  have hq : w ⬝ᵥ (V *ᵥ w) = x ⬝ᵥ (M *ᵥ w) := by
    rw [hVw, mulVec_transpose, dotProduct_comm w, ← dotProduct_mulVec]
  have hf : x ⬝ᵥ (fittedIntegrals V M *ᵥ x) = x ⬝ᵥ (M *ᵥ w) := by
    rw [hw]
    simp only [fittedIntegrals, ← mulVec_mulVec]
  -- the energy of the residual density is nonnegative
  have h := hG x (-w)
  simp only [mulVec_neg, dotProduct_neg, neg_dotProduct, neg_neg] at h
  linarith

/-- The order of the transpose matters: for this positive definite metric and this `L`,
`Lᵀ L = V⁻¹` holds, yet with `M = 1` the product `B Bᵀ` differs from the fitted integrals. -/
theorem transposed_factor_fails :
    let V : Matrix (Fin 2) (Fin 2) ℝ := !![2, -1; -1, 1]
    let L : Matrix (Fin 2) (Fin 2) ℝ := !![1, 1; 0, 1]
    V.PosDef ∧ Lᵀ * L = V⁻¹ ∧ (1 * L) * (1 * L)ᵀ ≠ fittedIntegrals V 1 := by
  intro V L
  have hinv : V⁻¹ = !![1, 1; 1, 2] := by
    apply inv_eq_right_inv
    ext i j
    fin_cases i <;> fin_cases j <;> norm_num [V, Matrix.mul_apply, Fin.sum_univ_succ]
  refine ⟨?_, ?_, ?_⟩
  · rw [posDef_iff_dotProduct_mulVec]
    refine ⟨?_, ?_⟩
    · ext i j
      fin_cases i <;> fin_cases j <;> simp [V]
    · intro x hx
      have hform : star x ⬝ᵥ (V *ᵥ x) = x 0 ^ 2 + (x 0 - x 1) ^ 2 := by
        simp [V, Matrix.mulVec, dotProduct, Fin.sum_univ_succ]
        ring
      rw [hform]
      by_contra hneg
      have h0 : x 0 = 0 := by nlinarith [sq_nonneg (x 0), sq_nonneg (x 0 - x 1)]
      have h1 : x 1 = 0 := by
        rw [h0] at hneg
        nlinarith [sq_nonneg (x 1)]
      apply hx
      ext i
      fin_cases i
      · exact h0
      · exact h1
  · rw [hinv]
    ext i j
    fin_cases i <;> fin_cases j <;> norm_num [L, Matrix.mul_apply, Fin.sum_univ_succ]
  · intro h
    unfold fittedIntegrals at h
    rw [hinv, transpose_one, Matrix.mul_one, Matrix.one_mul, Matrix.one_mul] at h
    have h00 := congrFun (congrFun h 0) 0
    norm_num [L, Matrix.mul_apply, Fin.sum_univ_succ] at h00

end

end ResolutionOfIdentity
```

```lean
#print axioms ResolutionOfIdentity.density_fitting_factorization
#print axioms ResolutionOfIdentity.metricFactor_iff_orthogonal
#print axioms ResolutionOfIdentity.fitted_repulsion_le_exact
#print axioms ResolutionOfIdentity.transposed_factor_fails
```

```
'ResolutionOfIdentity.density_fitting_factorization' depends on axioms: [propext, Classical.choice, Quot.sound]
'ResolutionOfIdentity.metricFactor_iff_orthogonal' depends on axioms: [propext, Classical.choice, Quot.sound]
'ResolutionOfIdentity.fitted_repulsion_le_exact' depends on axioms: [propext, Classical.choice, Quot.sound]
'ResolutionOfIdentity.transposed_factor_fails' depends on axioms: [propext, Classical.choice, Quot.sound]
```

## How the proofs follow the algebra

`exists_metricFactor` takes the orthonormal eigenvectors of V⁻¹ from Mathlib's spectral theory and records two facts: U Uᵀ = 1 and V⁻¹ U = U D. The step `hD` says that the diagonal matrix of square roots squares to D, which uses the positivity of the eigenvalues. The final rewriting is the chain L Lᵀ = U D Uᵀ = V⁻¹.

`isUnit_det_of_metricFactor` exhibits Lᵀ V as a right inverse of L. For a square matrix this is enough to make the determinant invertible.

`repulsion_of_fitted_densities` substitutes M = C V into the fitted integrals and cancels V V⁻¹, using the symmetry of V as above.

In `density_fitting_factorization`, the step `key` is the regrouping M (L Lᵀ) Mᵀ, proved for all factors at once. One factor is then chosen to obtain the remaining properties. `rank_self_mul_transpose` supplies the equality of the ranks of B Bᵀ and B, `rank_mul_eq_left_of_isUnit_det` removes the invertible L, and `posSemidef_self_mul_conjTranspose` gives positivity. For real matrices the conjugate transpose is the ordinary transpose.

`metricFactor_iff_orthogonal` proves the two directions separately. The forward one supplies `L⁻¹ * L'` as the orthogonal matrix, and its `calc` block is the computation of U Uᵀ given earlier.

`fitted_repulsion_le_exact` introduces w and proves in `hq` and `hf` that both wᵀ V w and the fitted self-repulsion equal xᵀ M w. It then evaluates `hG` at `-w`, and `linarith` combines the three relations.

`transposed_factor_fails` checks the 2×2 example. Positive definiteness comes from writing the quadratic form of V as

x₀² + (x₀ − x₁)²,

which vanishes only at x = 0. The two products are then told apart by their upper left entries, 2 for B Bᵀ and 1 for the fitted integrals.
